# The Mulliken approximation never underestimates the two-centre integral of a convex potential of at most quadratic growth between equal-exponent Gaussians on the line

## Orbitals, overlap and the two integrals

Let a > 0 be the common exponent and let R be the signed separation of the two centres, which lie at −R/2 and R/2. All functions are real and live on the line. The potential V is a function ℝ → ℝ, so it is finite at every point.

```lean
import Mathlib

open MeasureTheory Real

namespace MullikenConvexPotential

noncomputable section
```

The orbital with centre c is

φ_c(x) = (2a/π)^(1/4) exp(−a(x − c)²).

In Lean it is `orbital a c x`, with the fourth root written as two nested square roots.

```lean
/-- The normalised Gaussian orbital on the line with exponent `a > 0` and centre `c`. -/
def orbital (a c x : ℝ) : ℝ :=
  Real.sqrt (Real.sqrt (2 * a / π)) * Real.exp (-a * (x - c) ^ 2)
```

The overlap is an integral over the whole line:

S = ∫ φ_{−R/2}(x) φ_{R/2}(x) dx.

```lean
/-- The overlap integral of the orbitals centred at `-R/2` and `R/2`. -/
def overlap (a R : ℝ) : ℝ :=
  ∫ x : ℝ, orbital a (-(R / 2)) x * orbital a (R / 2) x
```

The exact two-centre matrix element is

T = ∫ φ_{−R/2}(x) V(x) φ_{R/2}(x) dx.

```lean
/-- The exact two-centre matrix element of the potential `V`. -/
def twoCentre (a R : ℝ) (V : ℝ → ℝ) : ℝ :=
  ∫ x : ℝ, orbital a (-(R / 2)) x * V x * orbital a (R / 2) x
```

The Mulliken approximation replaces it by one-centre matrix elements:

M = (S/2) ∫ V(x) [φ_{−R/2}(x)² + φ_{R/2}(x)²] dx.

```lean
/-- The Mulliken approximation to the two-centre matrix element: half the overlap times
the sum of the two one-centre matrix elements. -/
def mulliken (a R : ℝ) (V : ℝ → ℝ) : ℝ :=
  overlap a R / 2 *
    ∫ x : ℝ, V x * (orbital a (-(R / 2)) x ^ 2 + orbital a (R / 2) x ^ 2)
```

The error will be expressed through the symmetric second difference of V with step h:

D_h V(x) = V(x + h) + V(x − h) − 2V(x).

```lean
/-- The symmetric second difference of the potential `V` at `x` with step `h`. -/
def secondDiff (V : ℝ → ℝ) (h x : ℝ) : ℝ := V (x + h) + V (x - h) - 2 * V x
```

## Two orbitals make one density at the midpoint

Squaring an orbital doubles its exponent and turns the prefactor into a square root:

φ_c(x)² = √(2a/π) exp(−2a(x − c)²).

```lean
/-- The density of an orbital is a Gaussian with twice the exponent. -/
theorem orbital_sq (a c x : ℝ) :
    orbital a c x ^ 2 = Real.sqrt (2 * a / π) * Real.exp (-(2 * a) * (x - c) ^ 2) := by
  unfold orbital
  rw [mul_pow, Real.sq_sqrt (Real.sqrt_nonneg _), ← Real.exp_nat_mul]
  congr 2
  push_cast
  ring
```

Shifting the origin to c and using ∫ exp(−2ax²) dx = √(π/(2a)) gives

∫ φ_c(x)² dx = √(2a/π) √(π/(2a)) = 1.

The proof does the same, with translation invariance as `h` and the cancellation under the root as `h1`.

```lean
/-- For a positive exponent the orbital is normalised. -/
theorem orbital_normalised {a : ℝ} (ha : 0 < a) (c : ℝ) :
    ∫ x : ℝ, orbital a c x ^ 2 = 1 := by
  have h : ∫ x : ℝ, Real.exp (-(2 * a) * (x - c) ^ 2)
      = ∫ x : ℝ, Real.exp (-(2 * a) * x ^ 2) :=
    integral_sub_right_eq_self (fun x : ℝ => Real.exp (-(2 * a) * x ^ 2)) c
  have h1 : 2 * a / π * (π / (2 * a)) = 1 := by
    have := Real.pi_ne_zero
    field_simp
  simp_rw [orbital_sq]
  rw [integral_const_mul, h, integral_gaussian, ← Real.sqrt_mul (by positivity), h1,
    Real.sqrt_one]
```

In the product of the two orbitals the exponents add, and the terms linear in x cancel:

−a(x + R/2)² − a(x − R/2)² = −2ax² − aR²/2.

Hence

φ_{−R/2}(x) φ_{R/2}(x) = exp(−aR²/2) φ_0(x)².

In the proof, `e` is this identity for the exponentials and `h` combines the prefactors.

```lean
/-- The product of the two orbitals is a constant times the density of an orbital
at the bond midpoint. -/
theorem orbital_mul (a R x : ℝ) :
    orbital a (-(R / 2)) x * orbital a (R / 2) x
      = Real.exp (-(a * R ^ 2 / 2)) * orbital a 0 x ^ 2 := by
  rw [orbital_sq]
  unfold orbital
  have h := Real.mul_self_sqrt (Real.sqrt_nonneg (2 * a / π))
  have e : Real.exp (-a * (x - -(R / 2)) ^ 2) * Real.exp (-a * (x - R / 2) ^ 2)
      = Real.exp (-(a * R ^ 2 / 2)) * Real.exp (-(2 * a) * (x - 0) ^ 2) := by
    rw [← Real.exp_add, ← Real.exp_add]
    congr 1
    ring
  linear_combination (Real.exp (-a * (x - -(R / 2)) ^ 2) * Real.exp (-a * (x - R / 2) ^ 2)) * h
    + Real.sqrt (2 * a / π) * e
```

Integrating, and using that φ_0² has unit charge, gives

S = exp(−aR²/2).

```lean
/-- For a positive exponent the overlap is `exp (-a R² / 2)`. -/
theorem overlap_eq {a : ℝ} (ha : 0 < a) (R : ℝ) :
    overlap a R = Real.exp (-(a * R ^ 2 / 2)) := by
  unfold overlap
  simp_rw [orbital_mul]
  rw [integral_const_mul, orbital_normalised ha, mul_one]
```

Multiplying the product formula by V before integrating gives

T = S ∫ V(x) φ_0(x)² dx.

The exact integral therefore samples V around the bond midpoint, while M samples it around the two atoms. The Lean statement puts no condition on V because a divergent integral is assigned the value 0; it has its physical meaning when the integral converges.

```lean
/-- For a positive exponent the exact two-centre integral is the overlap times the average
of the potential over the density at the bond midpoint. -/
theorem twoCentre_eq {a : ℝ} (ha : 0 < a) (R : ℝ) (V : ℝ → ℝ) :
    twoCentre a R V = overlap a R * ∫ x : ℝ, V x * orbital a 0 x ^ 2 := by
  rw [overlap_eq ha, ← integral_const_mul]
  unfold twoCentre
  congr 1
  ext x
  linear_combination V x * orbital_mul a R x
```

## The error is an averaged second difference

Assume that |V(x)| ≤ C(1 + x²) for some constant C. This growth bound admits a uniform field and harmonic confinement, but not a quartic well. For a displacement c,

|V(x + c)| φ_0(x)² ≤ C(1 + c² + 2cx + x²) φ_0(x)²,

and the right-hand side is a quadratic polynomial times a Gaussian, which is integrable. In the proof, `h0`, `h1` and `h2` supply the three Gaussian moments, `hd` assembles the bound, and continuity of V provides measurability.

```lean
/-- A continuous potential of at most quadratic growth, displaced by any `c`, is integrable
against the Gaussian density of positive exponent at the origin. -/
theorem integrable_displaced {a C : ℝ} (ha : 0 < a) {V : ℝ → ℝ} (hV : Continuous V)
    (hb : ∀ x, |V x| ≤ C * (1 + x ^ 2)) (c : ℝ) :
    Integrable (fun x : ℝ => V (x + c) * orbital a 0 x ^ 2) := by
  have h2a : 0 < 2 * a := by positivity
  have h0 := integrable_exp_neg_mul_sq h2a
  have h1 := integrable_mul_exp_neg_mul_sq h2a
  have h2 : Integrable (fun x : ℝ => x ^ 2 * Real.exp (-(2 * a) * x ^ 2)) := by
    simpa using integrable_rpow_mul_exp_neg_mul_sq h2a (s := 2) (by norm_num)
  -- the dominating function is a quadratic polynomial times a Gaussian
  have hd : Integrable (fun x : ℝ => C * (1 + (x + c) ^ 2) *
      (Real.sqrt (2 * a / π) * Real.exp (-(2 * a) * x ^ 2))) := by
    refine ((((h0.const_mul (1 + c ^ 2)).add (h1.const_mul (2 * c))).add h2).const_mul
      (C * Real.sqrt (2 * a / π))).congr (ae_of_all _ fun x => ?_)
    simp only [Pi.add_apply]
    ring
  simp only [orbital_sq, sub_zero]
  refine hd.mono' (Continuous.aestronglyMeasurable (by fun_prop)) (ae_of_all _ fun x => ?_)
  rw [norm_mul, Real.norm_eq_abs, Real.norm_of_nonneg (by positivity)]
  exact mul_le_mul_of_nonneg_right (hb (x + c)) (by positivity)
```

Now translate each atomic density to the midpoint:

∫ V(x) φ_c(x)² dx = ∫ V(x + c) φ_0(x)² dx.

With c = ±R/2 this turns the Mulliken value into

M = (S/2) ∫ [V(x + R/2) + V(x − R/2)] φ_0(x)² dx.

Subtracting T = S ∫ V(x) φ_0(x)² dx leaves

M − T = (S/2) ∫ D_{R/2}V(x) φ_0(x)² dx.

The theorem states this equality together with the integrability of the right-hand integrand, which the strict inequality will need. The translation is `sh`, the splitting of the Mulliken integral is `eM`, and `hD` expands the second difference.

```lean
/-- Exact error of the Mulliken approximation, for positive exponent and a continuous potential
of at most quadratic growth: half the overlap times the average of the second difference
of the potential over the density at the bond midpoint. -/
theorem mulliken_sub_twoCentre {a C : ℝ} (ha : 0 < a) (R : ℝ) {V : ℝ → ℝ}
    (hV : Continuous V) (hb : ∀ x, |V x| ≤ C * (1 + x ^ 2)) :
    Integrable (fun x : ℝ => secondDiff V (R / 2) x * orbital a 0 x ^ 2) ∧
    mulliken a R V - twoCentre a R V
      = overlap a R / 2 * ∫ x : ℝ, secondDiff V (R / 2) x * orbital a 0 x ^ 2 := by
  have H := integrable_displaced ha hV hb
  have h0 : Integrable (fun x : ℝ => V x * orbital a 0 x ^ 2) := by
    simpa only [add_zero] using H 0
  have hp := H (R / 2)
  have hm : Integrable (fun x : ℝ => V (x - R / 2) * orbital a 0 x ^ 2) := by
    simpa only [sub_eq_add_neg] using H (-(R / 2))
  have hs : Integrable (fun x : ℝ => V (x + R / 2) * orbital a 0 x ^ 2
      + V (x - R / 2) * orbital a 0 x ^ 2) := hp.add hm
  have hD : (fun x : ℝ => secondDiff V (R / 2) x * orbital a 0 x ^ 2)
      = fun x : ℝ => (V (x + R / 2) * orbital a 0 x ^ 2 + V (x - R / 2) * orbital a 0 x ^ 2)
        - 2 * (V x * orbital a 0 x ^ 2) := by
    ext x
    unfold secondDiff
    ring
  -- translate each atomic density to the bond midpoint
  have hi : ∀ c, Integrable (fun x : ℝ => V x * orbital a c x ^ 2) := by
    intro c
    have h := (H c).comp_sub_right c
    simp only [orbital_sq, sub_add_cancel, sub_zero] at h ⊢
    exact h
  have sh : ∀ c, ∫ x : ℝ, V x * orbital a c x ^ 2
      = ∫ x : ℝ, V (x + c) * orbital a 0 x ^ 2 := by
    intro c
    have h := integral_add_right_eq_self (μ := volume)
      (fun x : ℝ => V x * orbital a c x ^ 2) c
    simp only [orbital_sq, add_sub_cancel_right, sub_zero] at h ⊢
    exact h.symm
  have em := sh (-(R / 2))
  simp only [← sub_eq_add_neg] at em
  have eM : ∫ x : ℝ, V x * (orbital a (-(R / 2)) x ^ 2 + orbital a (R / 2) x ^ 2)
      = (∫ x : ℝ, V x * orbital a (-(R / 2)) x ^ 2)
        + ∫ x : ℝ, V x * orbital a (R / 2) x ^ 2 := by
    rw [← integral_add (hi _) (hi _)]
    congr 1
    ext x
    ring
  rw [hD]
  refine ⟨hs.sub (h0.const_mul 2), ?_⟩
  rw [integral_sub hs (h0.const_mul 2), integral_add hp hm, integral_const_mul,
    twoCentre_eq ha]
  unfold mulliken
  rw [eM, em, sh (R / 2)]
  ring
```

## Convexity fixes the sign

If V is convex, its value at the midpoint of x + R/2 and x − R/2 is at most the mean of its values there:

V(x) ≤ ½V(x + R/2) + ½V(x − R/2).

So D_{R/2}V(x) ≥ 0 for every x. Since S > 0 and φ_0² ≥ 0, the error formula gives T ≤ M.

`ConvexOn ℝ Set.univ V` says that V is convex on the whole line. Continuity is not assumed here, because a finite convex function on the line is continuous, and the proof derives it first. For this pair of orbitals, the sign of the Mulliken error is therefore known in a convex potential such as harmonic confinement. The theorem does not cover a softened nuclear attraction that tends to zero at both ends of the line, because a convex function on the whole line that is bounded above is constant.

Without convexity, continuity and the growth bound do not suffice. Take V(x) = −x². Then D_{R/2}V(x) = −R²/2 at every x, so M − T = −SR²/4, and for R ≠ 0 the approximation lies below the exact value.

```lean
/-- For positive exponent and a convex potential of at most quadratic growth, the exact
two-centre integral is at most its Mulliken approximation. -/
theorem twoCentre_le_mulliken {a C : ℝ} (ha : 0 < a) (R : ℝ) {V : ℝ → ℝ}
    (hc : ConvexOn ℝ Set.univ V) (hb : ∀ x, |V x| ≤ C * (1 + x ^ 2)) :
    twoCentre a R V ≤ mulliken a R V := by
  have hV : Continuous V := continuousOn_univ.mp (hc.continuousOn isOpen_univ)
  have e := (mulliken_sub_twoCentre ha R hV hb).2
  -- midpoint convexity makes the second difference nonnegative
  have hD : ∀ x, 0 ≤ secondDiff V (R / 2) x := by
    intro x
    have h := hc.2 (Set.mem_univ (x + R / 2)) (Set.mem_univ (x - R / 2))
      (by norm_num : (0 : ℝ) ≤ 1 / 2) (by norm_num : (0 : ℝ) ≤ 1 / 2) (by norm_num)
    simp only [smul_eq_mul] at h
    rw [show (1 / 2 : ℝ) * (x + R / 2) + 1 / 2 * (x - R / 2) = x by ring] at h
    unfold secondDiff
    linarith
  have hI : 0 ≤ ∫ x : ℝ, secondDiff V (R / 2) x * orbital a 0 x ^ 2 :=
    integral_nonneg fun x => mul_nonneg (hD x) (sq_nonneg _)
  have hS : 0 < overlap a R := by rw [overlap_eq ha]; exact Real.exp_pos _
  have := mul_nonneg (half_pos hS).le hI
  linarith
```

If V is strictly convex and R ≠ 0, the points x + R/2 and x − R/2 are distinct and the midpoint inequality is strict. The integrand D_{R/2}V(x) φ_0(x)² is then positive everywhere. An integrable function that is positive on the whole line has a positive integral, so T < M. In the proof, `hpos` gives the pointwise positivity and `hsupp` says that the integrand vanishes nowhere.

At R = 0 the two sides coincide, and they also coincide for a linear V, which is convex but not strictly so.

```lean
/-- For positive exponent, distinct centres and a strictly convex potential of at most quadratic
growth, the Mulliken approximation is strictly too large. -/
theorem twoCentre_lt_mulliken {a C R : ℝ} (ha : 0 < a) (hR : R ≠ 0) {V : ℝ → ℝ}
    (hc : StrictConvexOn ℝ Set.univ V) (hb : ∀ x, |V x| ≤ C * (1 + x ^ 2)) :
    twoCentre a R V < mulliken a R V := by
  have hV : Continuous V := continuousOn_univ.mp (hc.convexOn.continuousOn isOpen_univ)
  obtain ⟨hint, e⟩ := mulliken_sub_twoCentre ha R hV hb
  have hpos : ∀ x, 0 < secondDiff V (R / 2) x * orbital a 0 x ^ 2 := by
    intro x
    have hne : x + R / 2 ≠ x - R / 2 := fun h => hR (by linarith)
    have h := hc.2 (Set.mem_univ (x + R / 2)) (Set.mem_univ (x - R / 2)) hne
      (by norm_num : (0 : ℝ) < 1 / 2) (by norm_num : (0 : ℝ) < 1 / 2) (by norm_num)
    simp only [smul_eq_mul] at h
    rw [show (1 / 2 : ℝ) * (x + R / 2) + 1 / 2 * (x - R / 2) = x by ring] at h
    have hD : 0 < secondDiff V (R / 2) x := by
      unfold secondDiff
      linarith
    have ho : 0 < orbital a 0 x := by
      unfold orbital
      positivity
    positivity
  -- a function positive everywhere has a positive integral
  have hsupp : Function.support
      (fun x : ℝ => secondDiff V (R / 2) x * orbital a 0 x ^ 2) = Set.univ :=
    Set.eq_univ_of_forall fun x => (hpos x).ne'
  have hI : 0 < ∫ x : ℝ, secondDiff V (R / 2) x * orbital a 0 x ^ 2 := by
    refine (integral_pos_iff_support_of_nonneg (fun x => (hpos x).le) hint).mpr ?_
    rw [hsupp]
    simp
  have hS : 0 < overlap a R := by rw [overlap_eq ha]; exact Real.exp_pos _
  have := mul_pos (half_pos hS) hI
  linarith
```

## A periodic potential can reverse the sign

For V(x) = cos(kx), with k any real wave number, the addition formulas give

D_{R/2}V(x) = 2[cos(kR/2) − 1] cos(kx).

Inserting this in the error formula and using the midpoint form of T,

M − T = [cos(kR/2) − 1] T,

and therefore

M = cos(kR/2) T.

At kR = 2π the Mulliken value is the exact integral with its sign reversed. The growth bound holds with C = 1, since |cos(kx)| ≤ 1. In the proof, `h` is the integrated second difference, and the last two lines combine it with the error formula `e` and the midpoint form `t`.

```lean
/-- For positive exponent and the periodic potential `cos (k x)`, the Mulliken approximation is
the exact two-centre integral multiplied by `cos (k R / 2)`. -/
theorem mulliken_cos {a : ℝ} (ha : 0 < a) (R k : ℝ) :
    mulliken a R (fun x => Real.cos (k * x))
      = Real.cos (k * (R / 2)) * twoCentre a R (fun x => Real.cos (k * x)) := by
  have hb : ∀ x : ℝ, |Real.cos (k * x)| ≤ 1 * (1 + x ^ 2) := fun x => by
    nlinarith [Real.abs_cos_le_one (k * x), sq_nonneg x]
  have e := (mulliken_sub_twoCentre ha R (V := fun x => Real.cos (k * x))
    (by fun_prop) hb).2
  have t := twoCentre_eq ha R (fun x => Real.cos (k * x))
  -- the cosine is an eigenfunction of the second difference
  have h : ∫ x : ℝ, secondDiff (fun x => Real.cos (k * x)) (R / 2) x * orbital a 0 x ^ 2
      = 2 * (Real.cos (k * (R / 2)) - 1) *
        ∫ x : ℝ, Real.cos (k * x) * orbital a 0 x ^ 2 := by
    rw [← integral_const_mul]
    congr 1
    ext x
    simp only [secondDiff, mul_add, mul_sub, Real.cos_add, Real.cos_sub]
    ring
  rw [h] at e
  linear_combination e - (Real.cos (k * (R / 2)) - 1) * t

end

end MullikenConvexPotential
```

```lean
#print axioms MullikenConvexPotential.twoCentre_le_mulliken
#print axioms MullikenConvexPotential.twoCentre_lt_mulliken
#print axioms MullikenConvexPotential.mulliken_cos
```

```
'MullikenConvexPotential.twoCentre_le_mulliken' depends on axioms: [propext, Classical.choice, Quot.sound]
'MullikenConvexPotential.twoCentre_lt_mulliken' depends on axioms: [propext, Classical.choice, Quot.sound]
'MullikenConvexPotential.mulliken_cos' depends on axioms: [propext, Classical.choice, Quot.sound]
```
